# The occupancy derivative of a gradient-corrected exchange-correlation energy on a finite grid

In a PAW calculation with a gradient-corrected functional, the exchange-correlation energy around an atom can be summed over grid points. In the simplified model used here, which has no separate core density, the density and its gradient are both linear in the occupancies of pairs of partial waves. The matching contribution to the Hamiltonian is the derivative of the summed energy with respect to each occupancy; if the energy density, as a function of the density and the squared gradient, is differentiable at every sampled pair of values, this derivative exists and contains no second derivatives of the density.

```lean
import Mathlib

open Finset

namespace PAWGradientXC

noncomputable section

variable {K ι : Type*} [Fintype K] [Fintype ι]

/-- Density at grid point `k`, linear in the occupancies `ρ i j`. -/
def density (a : K → ι → ι → ℝ) (ρ : ι → ι → ℝ) (k : K) : ℝ :=
  ∑ i, ∑ j, ρ i j * a k i j

/-- Density gradient at grid point `k`, linear in the occupancies `ρ i j`. -/
def densityGrad (b : K → ι → ι → EuclideanSpace ℝ (Fin 3)) (ρ : ι → ι → ℝ) (k : K) :
    EuclideanSpace ℝ (Fin 3) :=
  ∑ i, ∑ j, ρ i j • b k i j

/-- The pair (density, squared norm of the gradient) at grid point `k`. -/
def gridPoint (a : K → ι → ι → ℝ) (b : K → ι → ι → EuclideanSpace ℝ (Fin 3))
    (ρ : ι → ι → ℝ) (k : K) : ℝ × ℝ :=
  (density a ρ k, ‖densityGrad b ρ k‖ ^ 2)

/-- Exchange-correlation energy on the grid, with weights `w` and energy density `f`. -/
def xcEnergy (w : K → ℝ) (a : K → ι → ι → ℝ) (b : K → ι → ι → EuclideanSpace ℝ (Fin 3))
    (f : ℝ × ℝ → ℝ) (ρ : ι → ι → ℝ) : ℝ :=
  ∑ k, w k * f (gridPoint a b ρ k)

/-- Partial derivative of `f` with respect to the density. -/
def fN (f : ℝ × ℝ → ℝ) (p : ℝ × ℝ) : ℝ := deriv (fun x => f (x, p.2)) p.1

/-- Partial derivative of `f` with respect to the squared gradient. -/
def fSigma (f : ℝ × ℝ → ℝ) (p : ℝ × ℝ) : ℝ := deriv (fun y => f (p.1, y)) p.2

/-- The matrix `∑ₖ wₖ (f_n aₖᵢⱼ + 2 f_σ ⟨gₖ, bₖᵢⱼ⟩)`. -/
def xcMatrix (w : K → ℝ) (a : K → ι → ι → ℝ) (b : K → ι → ι → EuclideanSpace ℝ (Fin 3))
    (f : ℝ × ℝ → ℝ) (ρ : ι → ι → ℝ) (i j : ι) : ℝ :=
  ∑ k, w k * (fN f (gridPoint a b ρ k) * a k i j
    + 2 * fSigma f (gridPoint a b ρ k) * inner ℝ (densityGrad b ρ k) (b k i j))

variable (w : K → ℝ) (a : K → ι → ι → ℝ) (b : K → ι → ι → EuclideanSpace ℝ (Fin 3))
  (f : ℝ × ℝ → ℝ) (ρ δ : ι → ι → ℝ)

/-- Where `f` is differentiable, its total differential is `f_n dn + f_σ dσ`. -/
theorem fderiv_eq_partials {f : ℝ × ℝ → ℝ} {p : ℝ × ℝ} (hf : DifferentiableAt ℝ f p)
    (q : ℝ × ℝ) : fderiv ℝ f p q = fN f p * q.1 + fSigma f p * q.2 := by
  have h1 : HasDerivAt (fun x => f (x, p.2)) (fderiv ℝ f p (1, 0)) p.1 :=
    HasFDerivAt.comp_hasDerivAt (f := fun x : ℝ => (x, p.2)) p.1 hf.hasFDerivAt
      ((hasDerivAt_id p.1).prodMk (hasDerivAt_const p.1 p.2))
  have h2 : HasDerivAt (fun y => f (p.1, y)) (fderiv ℝ f p (0, 1)) p.2 :=
    HasFDerivAt.comp_hasDerivAt (f := fun y : ℝ => (p.1, y)) p.2 hf.hasFDerivAt
      ((hasDerivAt_const p.2 p.1).prodMk (hasDerivAt_id p.2))
  have hq : q = q.1 • ((1 : ℝ), (0 : ℝ)) + q.2 • ((0 : ℝ), (1 : ℝ)) := by
    ext <;> simp
  rw [fN, fSigma, h1.deriv, h2.deriv]
  conv_lhs => rw [hq, map_add, map_smul, map_smul]
  simp only [smul_eq_mul]
  ring

omit [Fintype K] in
/-- Along a line of occupancies the density and its gradient change linearly. -/
theorem gridPoint_line (t : ℝ) (k : K) :
    gridPoint a b (ρ + t • δ) k = (density a ρ k + t * density a δ k,
      ‖densityGrad b ρ k + t • densityGrad b δ k‖ ^ 2) := by
  have h1 : density a (ρ + t • δ) k = density a ρ k + t * density a δ k := by
    simp [density, add_mul, sum_add_distrib, mul_sum, mul_assoc]
  have h2 : densityGrad b (ρ + t • δ) k = densityGrad b ρ k + t • densityGrad b δ k := by
    simp [densityGrad, add_smul, sum_add_distrib, smul_sum, smul_smul]
  rw [gridPoint, h1, h2]

/-- Contracting the matrix with a change `δ` of the occupancies gives a grid sum over the
density and gradient produced by `δ`. -/
theorem sum_xcMatrix_mul :
    ∑ i, ∑ j, xcMatrix w a b f ρ i j * δ i j =
      ∑ k, w k * (fN f (gridPoint a b ρ k) * density a δ k
        + 2 * fSigma f (gridPoint a b ρ k)
          * inner ℝ (densityGrad b ρ k) (densityGrad b δ k)) := by
  have key : ∀ k, w k * (fN f (gridPoint a b ρ k) * density a δ k
        + 2 * fSigma f (gridPoint a b ρ k)
          * inner ℝ (densityGrad b ρ k) (densityGrad b δ k)) =
      ∑ i, ∑ j, w k * (fN f (gridPoint a b ρ k) * a k i j
        + 2 * fSigma f (gridPoint a b ρ k)
          * inner ℝ (densityGrad b ρ k) (b k i j)) * δ i j := by
    intro k
    have hg : inner ℝ (densityGrad b ρ k) (densityGrad b δ k) =
        ∑ i, ∑ j, δ i j * inner ℝ (densityGrad b ρ k) (b k i j) := by
      rw [densityGrad.eq_def b δ k]
      simp only [inner_sum, real_inner_smul_right]
    rw [hg, density]
    simp only [mul_sum, ← sum_add_distrib]
    refine sum_congr rfl fun i _ => sum_congr rfl fun j _ => ?_
    ring
  refine Eq.trans ?_ (sum_congr rfl fun k _ => (key k).symm)
  simp only [xcMatrix, sum_mul]
  exact (sum_congr rfl fun i _ => sum_comm).trans sum_comm

/-- First-order response of the energy to a change `δ` of the occupancies, for `f`
differentiable at every sampled point. -/
theorem hasDerivAt_xcEnergy_line (hf : ∀ k, DifferentiableAt ℝ f (gridPoint a b ρ k)) :
    HasDerivAt (fun t : ℝ => xcEnergy w a b f (ρ + t • δ))
      (∑ i, ∑ j, xcMatrix w a b f ρ i j * δ i j) 0 := by
  have hk : ∀ k, HasDerivAt (fun t : ℝ => f (gridPoint a b (ρ + t • δ) k))
      (fN f (gridPoint a b ρ k) * density a δ k + fSigma f (gridPoint a b ρ k)
        * (2 * inner ℝ (densityGrad b ρ k) (densityGrad b δ k))) 0 := by
    intro k
    have hn : HasDerivAt (fun t : ℝ => density a ρ k + t * density a δ k)
        (density a δ k) 0 := by
      have h := ((hasDerivAt_id (0 : ℝ)).mul_const (density a δ k)).const_add (density a ρ k)
      rw [one_mul] at h
      exact h
    have hg : HasDerivAt (fun t : ℝ => densityGrad b ρ k + t • densityGrad b δ k)
        (densityGrad b δ k) 0 := by
      have h := ((hasDerivAt_id (0 : ℝ)).smul_const (densityGrad b δ k)).const_add
        (densityGrad b ρ k)
      rw [one_smul] at h
      exact h
    have hp : HasDerivAt (fun t : ℝ => gridPoint a b (ρ + t • δ) k)
        (density a δ k, 2 * inner ℝ (densityGrad b ρ k) (densityGrad b δ k)) 0 := by
      have h := hn.prodMk hg.norm_sq
      simp only [zero_smul, add_zero] at h
      simp only [gridPoint_line]
      exact h
    have hF : HasFDerivAt f (fderiv ℝ f (gridPoint a b ρ k))
        (gridPoint a b (ρ + (0 : ℝ) • δ) k) := by
      rw [zero_smul, add_zero]
      exact (hf k).hasFDerivAt
    -- chain rule at one grid point
    have hc := HasFDerivAt.comp_hasDerivAt
      (f := fun t : ℝ => gridPoint a b (ρ + t • δ) k) 0 hF hp
    rw [fderiv_eq_partials (hf k)] at hc
    exact hc
  have hs := HasDerivAt.fun_sum (u := univ) fun k _ => (hk k).const_mul (w k)
  refine hs.congr_deriv ?_
  rw [sum_xcMatrix_mul]
  refine sum_congr rfl fun k _ => ?_
  ring

/-- If `f` is differentiable at every sampled point, the exchange-correlation energy is
differentiable in the occupancies, and its derivative with respect to `ρ i j` is
`∑ₖ wₖ (f_n aₖᵢⱼ + 2 f_σ ⟨gₖ, bₖᵢⱼ⟩)`. -/
theorem xcEnergy_derivative [DecidableEq ι]
    (hf : ∀ k, DifferentiableAt ℝ f (gridPoint a b ρ k)) :
    DifferentiableAt ℝ (xcEnergy w a b f) ρ ∧
      ∀ i j, fderiv ℝ (xcEnergy w a b f) ρ (Pi.single i (Pi.single j 1)) =
        ∑ k, w k * (fN f (gridPoint a b ρ k) * a k i j
          + 2 * fSigma f (gridPoint a b ρ k) * inner ℝ (densityGrad b ρ k) (b k i j)) := by
  have hd : DifferentiableAt ℝ (xcEnergy w a b f) ρ := by
    have hp : ∀ k, DifferentiableAt ℝ (fun r => gridPoint a b r k) ρ := by
      intro k
      have h1 : DifferentiableAt ℝ (fun r => density a r k) ρ := by
        unfold density
        fun_prop
      have h2 : DifferentiableAt ℝ (fun r => densityGrad b r k) ρ := by
        unfold densityGrad
        fun_prop
      exact h1.prodMk (h2.norm_sq ℝ)
    exact DifferentiableAt.fun_sum fun k _ =>
      (DifferentiableAt.comp (g := f) (f := fun r => gridPoint a b r k) ρ
        (hf k) (hp k)).const_mul (w k)
  refine ⟨hd, fun i j => ?_⟩
  -- the derivative along a unit change of one occupancy is unique
  have h := HasDerivAt.unique
    (hd.hasFDerivAt.hasLineDerivAt (Pi.single i (Pi.single j 1)))
    (hasDerivAt_xcEnergy_line w a b f ρ (Pi.single i (Pi.single j 1)) hf)
  rw [h, sum_eq_single i, sum_eq_single j]
  · simp [xcMatrix]
  · intro j' _ hj
    simp [hj]
  · simp
  · intro i' _ hi
    simp [hi]
  · simp

/-- The matrix contracted with the occupancies themselves, as needed in double-counting
terms, is `∑ₖ wₖ (f_n nₖ + 2 f_σ |gₖ|²)`. -/
theorem double_counting :
    ∑ i, ∑ j, xcMatrix w a b f ρ i j * ρ i j =
      ∑ k, w k * (fN f (gridPoint a b ρ k) * density a ρ k
        + 2 * fSigma f (gridPoint a b ρ k) * ‖densityGrad b ρ k‖ ^ 2) := by
  rw [sum_xcMatrix_mul]
  simp only [real_inner_self_eq_norm_sq]

/-- In one dimension, for a continuously differentiable orbital product `u` vanishing at both
ends, continuous `v`, continuously differentiable `s` and twice continuously differentiable
density `n`, the gradient form of a matrix element equals the local-potential form, which
contains the second derivative `n₂` of the density. -/
theorem gradient_form_eq_potential_form {v s s₁ n n₂ u u₁ : ℝ → ℝ} {l r : ℝ}
    (hv : Continuous v) (hs : ∀ x, HasDerivAt s (s₁ x) x) (hs₁ : Continuous s₁)
    (hn : ∀ x, HasDerivAt (deriv n) (n₂ x) x) (hn₂ : Continuous n₂)
    (hu : ∀ x, HasDerivAt u (u₁ x) x) (hu₁ : Continuous u₁) (hl : u l = 0) (hr : u r = 0) :
    ∫ x in l..r, (v x * u x + 2 * s x * deriv n x * u₁ x) =
      ∫ x in l..r, (v x - 2 * (s₁ x * deriv n x + s x * n₂ x)) * u x := by
  have cs : Continuous s := continuous_iff_continuousAt.2 fun x => (hs x).continuousAt
  have cn : Continuous (deriv n) := continuous_iff_continuousAt.2 fun x => (hn x).continuousAt
  have cu : Continuous u := continuous_iff_continuousAt.2 fun x => (hu x).continuousAt
  -- the two integrands differ by the derivative of `2 s n' u`
  have hd : ∀ x, HasDerivAt (fun x => 2 * (s x * deriv n x) * u x)
      (2 * (s₁ x * deriv n x + s x * n₂ x) * u x + 2 * (s x * deriv n x) * u₁ x) x :=
    fun x => (((hs x).fun_mul (hn x)).const_mul 2).fun_mul (hu x)
  have h0 := intervalIntegral.integral_eq_sub_of_hasDerivAt (a := l) (b := r)
    (fun x _ => hd x) (Continuous.intervalIntegrable (by fun_prop) _ _)
  rw [hl, hr, mul_zero, mul_zero, sub_zero] at h0
  rw [← sub_eq_zero, ← intervalIntegral.integral_sub
    (Continuous.intervalIntegrable (by fun_prop) _ _)
    (Continuous.intervalIntegrable (by fun_prop) _ _)]
  refine Eq.trans (intervalIntegral.integral_congr fun x _ => ?_) h0

  ring

/-- For `f = √σ` on one grid point with one orbital and a unit gradient coefficient, the
energy is not differentiable at zero occupancy. -/
theorem not_differentiable_sqrt_sigma :
    ¬ DifferentiableAt ℝ (xcEnergy (K := Unit) (ι := Unit) (fun _ => 1) (fun _ _ _ => 1)
      (fun _ _ _ => EuclideanSpace.single 0 1) (fun p => √p.2)) (fun _ _ => 0) := by
  intro h
  apply not_differentiableAt_abs_zero
  have hc : DifferentiableAt ℝ (fun t : ℝ => (fun _ _ => t : Unit → Unit → ℝ)) 0 := by
    fun_prop
  have h2 := DifferentiableAt.comp
    (f := fun t : ℝ => (fun _ _ => t : Unit → Unit → ℝ)) (0 : ℝ) h hc
  -- along this line the energy is the absolute value of the occupancy
  refine h2.congr_of_eventuallyEq (Filter.Eventually.of_forall fun t => ?_)
  simp [xcEnergy, gridPoint, densityGrad, norm_smul, Real.sqrt_sq_eq_abs]

end

end PAWGradientXC
```

```lean
#print axioms PAWGradientXC.xcEnergy_derivative
#print axioms PAWGradientXC.double_counting
#print axioms PAWGradientXC.gradient_form_eq_potential_form
#print axioms PAWGradientXC.not_differentiable_sqrt_sigma
```

```
'PAWGradientXC.xcEnergy_derivative' depends on axioms: [propext, Classical.choice, Quot.sound]
'PAWGradientXC.double_counting' depends on axioms: [propext, Classical.choice, Quot.sound]
'PAWGradientXC.gradient_form_eq_potential_form' depends on axioms: [propext, Classical.choice, Quot.sound]
'PAWGradientXC.not_differentiable_sqrt_sigma' depends on axioms: [propext, Classical.choice, Quot.sound]
```

## The energy and its matrix of derivatives

Let \(k\) label the grid points and \(w_k\) their weights. The occupancies \(\rho_{ij}\) determine the density and its gradient,

\[
n_k=\sum_{ij}\rho_{ij}\,a_{kij},\qquad
g_k=\sum_{ij}\rho_{ij}\,b_{kij}\in\mathbb R^3 ,
\]

and the energy is

\[
E(\rho)=\sum_k w_k\, f(n_k,\sigma_k),\qquad \sigma_k=|g_k|^2 .
\]

For real partial waves \(\phi_i\), one takes \(a_{kij}=\phi_i\phi_j\) and \(b_{kij}=\nabla(\phi_i\phi_j)\) at grid point \(k\). The function \(f\) is the exchange-correlation energy per unit volume. With \(f_n\) and \(f_\sigma\) for its partial derivatives, taken at \((n_k,\sigma_k)\), the main theorem, `xcEnergy_derivative`, says that, if \(f\) is differentiable at every sampled point, \(E\) is differentiable at \(\rho\) and

\[
\frac{\partial E}{\partial\rho_{ij}}=M_{ij}
=\sum_k w_k\left(f_n\,a_{kij}+2f_\sigma\,\langle g_k,b_{kij}\rangle\right).
\]

In this finite-grid model without spin polarisation, \(M_{ij}\) is the exchange-correlation contribution of one set of partial waves to the one-centre Hamiltonian matrix, and it is the exact derivative of the discretised energy itself. Full PAW also subtracts a corresponding term built from the pseudo partial waves.

## How the Lean objects represent the physics

The finite types `K` and `ι` index grid points and partial waves. An occupancy array has type `ι → ι → ℝ`, and `density`, `densityGrad` and `xcEnergy` are \(n_k\), \(g_k\) and \(E\). The pair \((n_k,\sigma_k)\) is `gridPoint`, and \(M_{ij}\) is `xcMatrix`. The partial derivatives `fN` and `fSigma` are ordinary one-variable derivatives with the other argument held fixed.

Differentiability of \(E\) is meant in the full Fréchet sense: one linear map approximates the change of \(E\) for all small changes of the array. The expression `Pi.single i (Pi.single j 1)` is the array with a single 1 at position \((i,j)\), so applying `fderiv` to it gives the partial derivative.

The hypothesis `hf` requires \(f\) to be differentiable at the sampled points only. Since \(f\) is defined on all of \(\mathbb R\times\mathbb R\), this means two-sided differentiability in \(\sigma\) even where \(g_k=0\), although physical values of \(\sigma\) are never negative.

The coefficients are arbitrary real data: nothing requires \(b\) to be the gradient of \(a\), or the weights to be positive. The model has no separate core density, no spin and no kinetic-energy density, and it makes no statement about grid convergence.

All entries of \(\rho\) are independent, and this is where a factor of two can go astray. If a program stores only one number \(x=\rho_{ij}=\rho_{ji}\) for \(i\ne j\), then

\[
\frac{dE}{dx}=M_{ij}+M_{ji},
\]

which is \(2M_{ij}\) when \(a\) and \(b\) are symmetric in \(i,j\). A finite-difference test that changes both entries together must be compared with this sum.

## The first-order change of the energy

Change the occupancies along a line, \(\rho+t\delta\), and write

\[
m_k=\sum_{ij}\delta_{ij}a_{kij},\qquad h_k=\sum_{ij}\delta_{ij}b_{kij}.
\]

By linearity the density becomes \(n_k+t\,m_k\) and the gradient becomes \(g_k+t\,h_k\), which is the lemma `gridPoint_line`. The squared gradient is

\[
|g_k+t h_k|^2=|g_k|^2+2t\langle g_k,h_k\rangle+t^2|h_k|^2 ,
\]

with derivative \(2\langle g_k,h_k\rangle\) at \(t=0\).

The differential of \(f\) at a point \(p\) is a linear map. Applied to \(q=(q_1,q_2)=q_1(1,0)+q_2(0,1)\), it gives

\[
df_p(q)=q_1\,df_p(1,0)+q_2\,df_p(0,1)=f_n(p)\,q_1+f_\sigma(p)\,q_2 ,
\]

because its values on the two unit vectors are the derivatives of \(f\) along the coordinate lines. This is `fderiv_eq_partials`. The chain rule at each grid point, followed by the weighted sum, yields

\[
\left.\frac{d}{dt}E(\rho+t\delta)\right|_{t=0}
=\sum_k w_k\left(f_n m_k+2f_\sigma\langle g_k,h_k\rangle\right).
\]

Inserting the definitions of \(m_k\) and \(h_k\) and exchanging the finite sums turns the right-hand side into \(\sum_{ij}M_{ij}\delta_{ij}\). The exchange is `sum_xcMatrix_mul`, and the complete first-order response is `hasDerivAt_xcEnergy_line`.

Derivatives along lines do not by themselves imply differentiability, so `xcEnergy_derivative` establishes that separately. The density and gradient are linear in \(\rho\), the squared norm is differentiable, and \(f\) is differentiable where it is evaluated; composition and summation preserve this. The derivative along a line is unique, so the Fréchet derivative applied to \(\delta\) must equal \(\sum_{ij}M_{ij}\delta_{ij}\). For the unit array at \((i,j)\), the two uses of `sum_eq_single` leave just \(M_{ij}\).

Setting \(\delta=\rho\) in the same contraction gives `double_counting`:

\[
\sum_{ij}M_{ij}\rho_{ij}
=\sum_k w_k\left(f_n n_k+2f_\sigma|g_k|^2\right).
\]

If \(\rho\) belongs to the orbitals whose band energies are summed, this is the contribution of \(M\) to that sum, which a double-counting correction removes before \(E\) is added.

## Where the second derivative would enter

The matrix \(M_{ij}\) uses the gradients of the density and of the orbital products. The local-potential form moves the derivative off the orbital product, and `gradient_form_eq_potential_form` shows the effect in one continuous dimension.

Let \(u(x)\) be an orbital product that vanishes at both ends \(l,r\) of the interval, and let \(v(x)\) and \(s(x)\) play the roles of \(f_n\) and \(f_\sigma\) along the density profile \(n(x)\). The product rule gives

\[
(2sn'u)'=2(s'n'+sn'')u+2sn'u' .
\]

The integral of the left-hand side is zero because \(u(l)=u(r)=0\). Therefore

\[
\int_l^r (vu+2sn'u')\,dx
=\int_l^r \left[v-2(s'n'+sn'')\right]u\,dx .
\]

In Lean, `s₁`, `n₂` and `u₁` are \(s'\), \(n''\) and \(u'\). The smoothness assumptions on \(s\), \(n\) and \(u\) make the product rule valid and, with the continuity of \(v\), the integrands continuous. The proof integrates the product rule and then checks that the two integrands differ by exactly that derivative. The identity concerns integrals; after discretisation the two forms generally differ by quadrature error. The condition at the ends matters too: PAW partial waves generally do not vanish at the augmentation radius, and if \(u\) is not zero at the ends, the gradient form equals the local-potential form plus the boundary term \(2sn'u\) at \(r\) minus its value at \(l\).

## A functional with a kink at zero gradient

If \(f\) is not differentiable at a sampled point, the conclusion can fail. The following example is mathematical, not physical: its density is negative for negative occupancy, and its \(f\) is not a realistic functional. Take one grid point of weight 1, one partial wave, \(a=1\), \(b\) a unit vector, and \(f(n,\sigma)=\sqrt\sigma\). With the single occupancy equal to \(t\), the gradient is \(t\,b\), so

\[
E(t)=\sqrt{t^2}=|t| .
\]

For \(t\neq0\) the matrix formula gives \(2\cdot\frac{1}{2|t|}\cdot t=t/|t|\), which jumps from \(-1\) to \(1\) across \(t=0\), and the energy has a kink there.

The theorem `not_differentiable_sqrt_sigma` follows this argument. If \(E\) were differentiable at zero occupancy, its composition with the differentiable map from \(t\) to the one-entry array would be differentiable too, but that composition is the absolute value.
